# The parity of k + l selects cosines or sines in the P2₁/c structure factor of a unit-weight orbit

With unique axis b and the origin on an inversion centre, four unit scatterers at the general P2₁/c positions generated from (x, y, z) have, for integer indices h, k, l, the real structure factor F = 4 cos A cos B when k + l is even and F = −4 sin A sin B when k + l is odd, where A = 2π(hx + lz) and B = 2πky. Reversing k therefore changes F at most by a sign, and the only reflections that vanish for every position are h0l with l odd and 0k0 with k odd.

```lean
import Mathlib

open scoped Real

namespace StructureFactorP21c

noncomputable section

/-- The twofold screw operation `(x, y, z) ↦ (-x, y + 1/2, -z + 1/2)` in fractional
coordinates. -/
def screw (r : ℝ × ℝ × ℝ) : ℝ × ℝ × ℝ := (-r.1, r.2.1 + 1 / 2, -r.2.2 + 1 / 2)

/-- The inversion `(x, y, z) ↦ (-x, -y, -z)` through the origin. -/
def inversion (r : ℝ × ℝ × ℝ) : ℝ × ℝ × ℝ := (-r.1, -r.2.1, -r.2.2)

/-- The glide operation `(x, y, z) ↦ (x, -y + 1/2, z + 1/2)`. -/
def glide (r : ℝ × ℝ × ℝ) : ℝ × ℝ × ℝ := (r.1, -r.2.1 + 1 / 2, r.2.2 + 1 / 2)

/-- The wave `exp (2πi (hx + ky + lz))` scattered into the reflection `hkl` by a unit
scatterer at `r = (x, y, z)`. -/
def wave (h k l : ℤ) (r : ℝ × ℝ × ℝ) : ℂ :=
  Complex.exp (((2 * π * (h * r.1 + k * r.2.1 + l * r.2.2) : ℝ) : ℂ) * Complex.I)

/-- The structure factor of the four-point orbit of `r` with unit weights. -/
def orbitF (h k l : ℤ) (r : ℝ × ℝ × ℝ) : ℂ :=
  wave h k l r + wave h k l (screw r) + wave h k l (inversion r) + wave h k l (glide r)

/-- The angle `A = 2π (hx + lz)`. -/
def angleA (h l : ℤ) (r : ℝ × ℝ × ℝ) : ℝ := 2 * π * (h * r.1 + l * r.2.2)

/-- The angle `B = 2π ky`. -/
def angleB (k : ℤ) (r : ℝ × ℝ × ℝ) : ℝ := 2 * π * (k * r.2.1)

/-- The glide is the screw followed by the inversion, up to the lattice vector `(0, 1, 1)`. -/
theorem glide_eq_inversion_screw (r : ℝ × ℝ × ℝ) :
    glide r = inversion (screw r) + (0, 1, 1) := by
  refine Prod.ext ?_ (Prod.ext ?_ ?_) <;>
    simp only [glide, inversion, screw, Prod.fst_add, Prod.snd_add] <;> ring

/-- The phase factor `exp (iπ (k + l))` equals the sign `(-1)^(k+l)`. -/
theorem half_translation_sign (k l : ℤ) :
    Complex.exp (((k + l : ℤ) : ℂ) * (π * Complex.I)) = (-1) ^ (k + l) := by
  rw [Complex.exp_int_mul, Complex.exp_pi_mul_I]

/-- The wave from the screw-related point is `exp (-i (A - B))` times the sign `(-1)^(k+l)`. -/
theorem wave_screw (h k l : ℤ) (r : ℝ × ℝ × ℝ) :
    wave h k l (screw r) = (-1) ^ (k + l) *
      Complex.exp (((-(angleA h l r - angleB k r) : ℝ) : ℂ) * Complex.I) := by
  rw [← half_translation_sign, ← Complex.exp_add]
  simp only [wave, screw, angleA, angleB]
  congr 1
  push_cast
  ring

/-- The wave from the glide-related point is `exp (i (A - B))` times the sign `(-1)^(k+l)`. -/
theorem wave_glide (h k l : ℤ) (r : ℝ × ℝ × ℝ) :
    wave h k l (glide r) = (-1) ^ (k + l) *
      Complex.exp (((angleA h l r - angleB k r : ℝ) : ℂ) * Complex.I) := by
  rw [← half_translation_sign, ← Complex.exp_add]
  simp only [wave, glide, angleA, angleB]
  congr 1
  push_cast
  ring

/-- The four waves pair up into two cosines:
`F = 2 cos (A + B) + (-1)^(k+l) 2 cos (A - B)`. -/
theorem orbitF_eq_cosines (h k l : ℤ) (r : ℝ × ℝ × ℝ) :
    orbitF h k l r = ((2 * Real.cos (angleA h l r + angleB k r) : ℝ) : ℂ) +
      (-1) ^ (k + l) * ((2 * Real.cos (angleA h l r - angleB k r) : ℝ) : ℂ) := by
  -- two waves of opposite phase add up to a real cosine
  have pair (t : ℝ) : Complex.exp ((t : ℂ) * Complex.I) +
      Complex.exp (((-t : ℝ) : ℂ) * Complex.I) = ((2 * Real.cos t : ℝ) : ℂ) := by
    push_cast
    rw [Complex.cos]
    ring
  have h1 : wave h k l r =
      Complex.exp (((angleA h l r + angleB k r : ℝ) : ℂ) * Complex.I) := by
    simp only [wave, angleA, angleB]
    congr 1
    push_cast
    ring
  have h2 : wave h k l (inversion r) =
      Complex.exp (((-(angleA h l r + angleB k r) : ℝ) : ℂ) * Complex.I) := by
    simp only [wave, inversion, angleA, angleB]
    congr 1
    push_cast
    ring
  unfold orbitF
  rw [wave_screw, wave_glide, h1, h2, ← pair, ← pair]
  generalize ((-1 : ℂ) ^ (k + l)) = s
  ring

/-- The structure factor of the general P2₁/c orbit with unit weights is `4 cos A cos B`
for `k + l` even and `-4 sin A sin B` for `k + l` odd. -/
theorem structure_factor (h k l : ℤ) (r : ℝ × ℝ × ℝ) :
    (Even (k + l) → orbitF h k l r =
      ((4 * Real.cos (angleA h l r) * Real.cos (angleB k r) : ℝ) : ℂ)) ∧
    (Odd (k + l) → orbitF h k l r =
      ((-4 * Real.sin (angleA h l r) * Real.sin (angleB k r) : ℝ) : ℂ)) := by
  constructor
  · intro he
    rw [orbitF_eq_cosines, he.neg_one_zpow, Real.cos_add, Real.cos_sub]
    push_cast
    ring
  · intro ho
    rw [orbitF_eq_cosines, ho.neg_one_zpow, Real.cos_add, Real.cos_sub]
    push_cast
    ring

/-- Reversing the index `k` multiplies the structure factor by `(-1)^(k+l)`. -/
theorem orbitF_neg_k (h k l : ℤ) (r : ℝ × ℝ × ℝ) :
    orbitF h (-k) l r = (-1) ^ (k + l) * orbitF h k l r := by
  have hB : angleB (-k) r = -angleB k r := by
    simp only [angleB]
    push_cast
    ring
  rcases Int.even_or_odd (k + l) with he | ho
  · have he' : Even (-k + l) := by
      obtain ⟨m, hm⟩ := he
      exact ⟨m - k, by omega⟩
    rw [(structure_factor h (-k) l r).1 he', (structure_factor h k l r).1 he, hB,
      Real.cos_neg, he.neg_one_zpow, one_mul]
  · have ho' : Odd (-k + l) := by
      obtain ⟨m, hm⟩ := ho
      exact ⟨m - k, by omega⟩
    rw [(structure_factor h (-k) l r).2 ho', (structure_factor h k l r).2 ho, hB,
      Real.sin_neg, ho.neg_one_zpow]
    push_cast
    ring

/-- If `k + l` is even, or if `k ≠ 0` and `h`, `l` are not both zero, then some position
of the scatterer gives a structure factor of modulus `4`. -/
theorem no_further_absences (h k l : ℤ)
    (hyp : Even (k + l) ∨ (k ≠ 0 ∧ (h ≠ 0 ∨ l ≠ 0))) :
    ∃ r : ℝ × ℝ × ℝ, ‖orbitF h k l r‖ = 4 := by
  rcases Int.even_or_odd (k + l) with he | ho
  · -- at the origin all four waves are in phase
    refine ⟨(0, 0, 0), ?_⟩
    have hA : angleA h l (0, 0, 0) = 0 := by simp [angleA]
    have hB : angleB k (0, 0, 0) = 0 := by simp [angleB]
    rw [(structure_factor h k l _).1 he, hA, hB, Real.cos_zero, Complex.norm_real]
    norm_num
  · -- choose the position so that `A = B = π / 2`
    obtain ⟨hk, hhl⟩ := hyp.resolve_left (Int.not_even_iff_odd.mpr ho)
    have quarter (n : ℤ) (hn : n ≠ 0) : (n : ℝ) * (1 / 4 / n) = 1 / 4 := by
      have hn' : (n : ℝ) ≠ 0 := by exact_mod_cast hn
      field_simp
    have hxz : ∃ x z : ℝ, (h : ℝ) * x + l * z = 1 / 4 := by
      rcases hhl with hh | hl
      · exact ⟨1 / 4 / h, 0, by rw [mul_zero, add_zero, quarter h hh]⟩
      · exact ⟨0, 1 / 4 / l, by rw [mul_zero, zero_add, quarter l hl]⟩
    obtain ⟨x, z, hxz⟩ := hxz
    refine ⟨(x, 1 / 4 / k, z), ?_⟩
    have hA : angleA h l (x, 1 / 4 / (k : ℝ), z) = π / 2 := by
      simp only [angleA]
      linear_combination (2 * π) * hxz
    have hB : angleB k (x, 1 / 4 / (k : ℝ), z) = π / 2 := by
      simp only [angleB]
      rw [quarter k hk]
      ring
    rw [(structure_factor h k l _).2 ho, hA, hB, Real.sin_pi_div_two, Complex.norm_real]
    norm_num

end

end StructureFactorP21c
```

```lean
#print axioms StructureFactorP21c.glide_eq_inversion_screw
-- 'StructureFactorP21c.glide_eq_inversion_screw' depends on axioms: [propext, Classical.choice, Quot.sound]
#print axioms StructureFactorP21c.structure_factor
-- 'StructureFactorP21c.structure_factor' depends on axioms: [propext, Classical.choice, Quot.sound]
#print axioms StructureFactorP21c.orbitF_neg_k
-- 'StructureFactorP21c.orbitF_neg_k' depends on axioms: [propext, Classical.choice, Quot.sound]
#print axioms StructureFactorP21c.no_further_absences
-- 'StructureFactorP21c.no_further_absences' depends on axioms: [propext, Classical.choice, Quot.sound]
```

## Four waves from one orbit

A reflection hkl collects one wave from each symmetry-related atom, and the relative phases decide its strength. In the code a position `r` is a triple of real fractional coordinates, with x, y, z written `r.1`, `r.2.1`, `r.2.2`. The maps `screw`, `inversion` and `glide` fix the setting: unique axis b, with the origin on an inversion centre. `wave` uses the sign convention exp(+2πi(hx + ky + lz)), and `orbitF` adds the four waves.

`structure_factor` states the two parity cases for all integer indices and all real positions. Its right-hand sides are real numbers regarded as complex ones, so it also says that F is real.

Unit weight stands for a point scatterer with scattering factor 1 and no thermal motion. To reach a real crystal, one must still weight each wave by its atomic scattering and displacement factors and sum over the independent atoms. The sum always has four terms, so an atom on an inversion centre is counted twice at each of its two sites per cell.

In a plane-wave electronic-structure calculation, the same phase sum multiplies the form factor of a local atomic potential, here for a single orbit of identical, spherically symmetric atoms.

## From phases to products

Write s = (−1)^(k+l). Substituting the four positions into 2π(hx + ky + lz) gives the phases

(x, y, z): A + B

(−x, y + 1/2, −z + 1/2): −(A − B) + π(k + l)

(−x, −y, −z): −(A + B)

(x, −y + 1/2, z + 1/2): (A − B) + π(k + l)

The half translations contribute exp(iπ(k + l)) = s to the screw and glide waves. Since exp(it) + exp(−it) = 2 cos t for real t, the waves pair up:

F = 2 cos(A + B) + 2s cos(A − B)

With cos(A ± B) = cos A cos B ∓ sin A sin B, the sine terms cancel for s = 1 and the cosine terms cancel for s = −1:

k + l even: F = 4 cos A cos B

k + l odd: F = −4 sin A sin B

The Lean proof takes the same path. `half_translation_sign` supplies s, as an integer power because k + l may be negative. `wave_screw` and `wave_glide` turn s back into an exponential, merge the exponentials and compare exponents with `ring`. In `orbitF_eq_cosines`, the local statement `pair` is the cosine identity, while `h1` and `h2` identify the other two phases. `structure_factor` then inserts the value of s and applies `Real.cos_add` and `Real.cos_sub`.

The separate lemma `glide_eq_inversion_screw` checks that the operations fit together: the screw followed by the inversion gives (x, −y − 1/2, z − 1/2), which is the glide image after adding the lattice vector (0, 1, 1).

## Reversing k, and which reflections survive

Replacing k by −k turns B into −B and preserves the parity of k + l. The cosine product is unchanged and the sine product changes sign, so

F(h, −k, l) = (−1)^(k+l) F(h, k, l)

This is `orbitF_neg_k`, proved by the same two cases. The two reflections have equal intensity, and their phases differ by π when k + l is odd and F is nonzero.

For k + l odd, the sine formula vanishes at every position if k = 0, which is the glide absence, or if h = l = 0, which is the screw absence. `no_further_absences` treats all remaining reflections: for each there is some position with |F| = 4. A particular position may still give zero.

If k + l is even, the origin has A = B = 0 and F = 4. If k + l is odd and the reflection is not one of these absences, then k ≠ 0 and at least one of h and l is nonzero. Take y = 1/(4k), and either x = 1/(4h), z = 0 or x = 0, z = 1/(4l), dividing by a nonzero index. Then A = B = π/2 and F = −4. In the proof, `quarter` does the division and `hxz` supplies x and z.
